# Irreducible points of a Gamma-centred simple cubic mesh: the exact count and the limiting reduction

A mesh point is represented here by integer coordinates modulo $N$, not by a real wave vector. In three dimensions, with lattice constant $a$, the coordinates $(k_0,k_1,k_2)$ stand for the wave vector $\frac{2\pi}{a}\,(k_0,k_1,k_2)/N$. Adding $N$ to a coordinate adds a reciprocal lattice vector, so the arithmetic modulo $N$ takes care of periodicity. The origin, Gamma, belongs to the mesh.

In $d$ dimensions a point is a function `Fin d → ZMod N`, with axes numbered $i=0,\dots,d-1$.

```lean
import Mathlib

open Filter Topology Matrix

namespace CubicMesh
```

A symmetry operation is a matrix built from a permutation $\sigma$ of the axes and signs $\varepsilon_i=\pm1$. Its entries are $M_{ij}=\varepsilon_i$ if $j=\sigma(i)$, and $0$ otherwise. In Lean the signs have type `ℤˣ`, the invertible integers. For $d=3$ these are the operations of the full cubic point group, written in the cubic axes.

```lean
/-- The signed permutation matrix whose row `i` has the sign `ε i` in column `σ i`,
with entries read modulo `N`. -/
def signedPerm (N : ℕ) {d : ℕ} (σ : Equiv.Perm (Fin d)) (ε : Fin d → ℤˣ) :
    Matrix (Fin d) (Fin d) (ZMod N) :=
  Matrix.of fun i j => if j = σ i then ((ε i : ℤ) : ZMod N) else 0
```

The orbit of $k$ is the set of all its images $Mk$.

```lean
/-- The orbit of a mesh point: all its images under signed permutation matrices. -/
def orbit {d N : ℕ} (k : Fin d → ZMod N) : Set (Fin d → ZMod N) :=
  {k' | ∃ (σ : Equiv.Perm (Fin d)) (ε : Fin d → ℤˣ), k' = signedPerm N σ ε *ᵥ k}
```

The irreducible count is the number of distinct orbits, each taken as a set of points.

```lean
/-- The number of orbits on the mesh with `N ≥ 1` points along each of `d` axes. -/
noncomputable def irreducibleCount (d N : ℕ) : ℕ :=
  Nat.card (Set.range (orbit (d := d) (N := N)))
```

For a crystal with full cubic point symmetry, a Brillouin-zone sum of a symmetry-invariant quantity over this mesh needs one evaluation per orbit, weighted by the orbit's size. Shifted meshes, unequal divisions along the axes, lower point groups and the primitive meshes of fcc or bcc lattices are not covered.

Finally, let $\tilde x$ be the representative of $x$ modulo $N$ in the interval $(-N/2,N/2]$. The folded coordinate is $|x|_N=|\tilde x|$, the distance from zero around the ring. Lean calls the representative `valMinAbs`.

```lean
/-- The distance of a mesh coordinate from zero, modulo `N`. -/
def foldCoord {N : ℕ} (x : ZMod N) : ℕ := x.valMinAbs.natAbs
```

## (a) Action on the coordinates

Show that a signed permutation matrix acts by
$$(Mk)_i=\varepsilon_i\,k_{\sigma(i)}.$$

In $(Mk)_i=\sum_j M_{ij}k_j$ only the term $j=\sigma(i)$ survives, and its coefficient is $\varepsilon_i$. Unfolding the matrix product lets `simp` evaluate the same sum.

```lean
/-- A signed permutation matrix permutes the coordinates of a mesh point and changes signs. -/
theorem signedPerm_mulVec {d N : ℕ} (σ : Equiv.Perm (Fin d)) (ε : Fin d → ℤˣ)
    (k : Fin d → ZMod N) (i : Fin d) :
    (signedPerm N σ ε *ᵥ k) i = ((ε i : ℤ) : ZMod N) * k (σ i) := by
  simp [signedPerm, Matrix.mulVec, dotProduct]
```

## (b) Folding removes exactly the sign

Show that
$$|x|_N=|y|_N\iff x=y\ \text{ or }\ x=-y .$$

If $|\tilde x|=|\tilde y|$, then $\tilde x=\pm\tilde y$ as integers, and reduction modulo $N$ gives $x=\pm y$. Conversely, the case $x=y$ is immediate. If $x=-y$, the representative of $x$ is $-\tilde y$, except when $\tilde y=N/2$; then $-y=y$ and the representative is $\tilde y$ itself. The absolute value is the same in both cases.

Lean casts the integer equality into `ZMod N` for the first direction and uses `ZMod.natAbs_valMinAbs_neg` for the second.

```lean
/-- Two coordinates have the same folded value exactly when they agree up to sign. -/
theorem foldCoord_eq_iff {N : ℕ} {x y : ZMod N} :
    foldCoord x = foldCoord y ↔ x = y ∨ x = -y := by
  constructor
  · intro h
    exact (Int.natAbs_eq_natAbs_iff.mp h).imp
      (fun h => by simpa using congrArg (Int.cast : ℤ → ZMod N) h)
      (fun h => by simpa using congrArg (Int.cast : ℤ → ZMod N) h)
  · rintro (rfl | rfl)
    · rfl
    · exact ZMod.natAbs_valMinAbs_neg y
```

## (c) Equivalence in folded coordinates

Show that
$$k'\in\mathrm{orbit}(k)\iff \exists\,\sigma\ \forall i:\ |k'_i|_N=|k_{\sigma(i)}|_N .$$

If $k'=Mk$, part (a) gives $k'_i=\pm k_{\sigma(i)}$, and part (b) turns this into equality of folded values. Conversely, equal folded values give a sign $\varepsilon_i$ for each axis with $k'_i=\varepsilon_i k_{\sigma(i)}$. These signs and $\sigma$ define the required matrix. The tactic `choose` collects the separate signs into one function `ε`.

```lean
/-- A point lies in the orbit of another exactly when their folded coordinates agree up to
a permutation of the axes. -/
theorem mem_orbit_iff {d N : ℕ} {k k' : Fin d → ZMod N} :
    k' ∈ orbit k ↔
      ∃ σ : Equiv.Perm (Fin d), ∀ i, foldCoord (k' i) = foldCoord (k (σ i)) := by
  constructor
  · rintro ⟨σ, ε, rfl⟩
    refine ⟨σ, fun i => ?_⟩
    rw [signedPerm_mulVec, foldCoord_eq_iff]
    rcases Int.units_eq_one_or (ε i) with h | h <;> simp [h]
  · rintro ⟨σ, h⟩
    have hs : ∀ i, ∃ e : ℤˣ, k' i = ((e : ℤ) : ZMod N) * k (σ i) := by
      intro i
      rcases foldCoord_eq_iff.mp (h i) with h | h
      · exact ⟨1, by simp [h]⟩
      · exact ⟨-1, by simp [h]⟩
    choose ε hε using hs
    exact ⟨σ, ε, funext fun i => (hε i).trans (signedPerm_mulVec σ ε k i).symm⟩
```

## (d) Tuples that differ by a permutation

A multiset records values and their multiplicities, but not their order. Show that for two $d$-tuples $f$ and $g$
$$\{f_0,\dots,f_{d-1}\}=\{g_0,\dots,g_{d-1}\}\ \text{as multisets}\iff \exists\,\sigma\ \forall i:\ f_i=g_{\sigma(i)} .$$

If the multisets agree, each label $b$ occurs equally often in both tuples. The positions where $f$ equals $b$ can therefore be matched one-to-one with those where $g$ equals $b$. Joining these matchings over all $b$ gives $\sigma$. Conversely, reordering a tuple leaves its multiset unchanged.

In the code, `hc` counts the positions carrying a label, `e` matches them, and `Equiv.sigmaFiberEquiv` joins the matchings.

```lean
/-- Two lists of `d` labels form the same multiset exactly when a permutation relates them. -/
theorem map_eq_iff_perm {d : ℕ} {α : Type*} [DecidableEq α] (f g : Fin d → α) :
    Finset.univ.val.map f = Finset.univ.val.map g ↔
      ∃ σ : Equiv.Perm (Fin d), ∀ i, f i = g (σ i) := by
  constructor
  · intro h
    have hc : ∀ (u : Fin d → α) (b : α),
        Fintype.card {i // u i = b} = Multiset.count b (Finset.univ.val.map u) := by
      intro u b
      have hfil : Multiset.filter (fun i => u i = b) Finset.univ.val =
          Multiset.filter (fun i => b = u i) Finset.univ.val :=
        Multiset.filter_congr (fun _ _ => eq_comm)
      rw [Multiset.count_map, Fintype.card_subtype, Finset.card_def, Finset.filter_val]
      exact congrArg Multiset.card hfil
    -- fibres over each label have equal size, so they can be matched
    have e : ∀ b, {i // f i = b} ≃ {i // g i = b} := fun b =>
      Fintype.equivOfCardEq (by rw [hc, hc, h])
    exact ⟨(Equiv.sigmaFiberEquiv f).symm.trans
      ((Equiv.sigmaCongrRight e).trans (Equiv.sigmaFiberEquiv g)),
      fun i => (e (f i) ⟨i, rfl⟩).2.symm⟩
  · rintro ⟨σ, h⟩
    have hf : f = g ∘ σ := funext h
    rw [hf, ← Multiset.map_map]
    exact congrArg (Multiset.map g) (congrArg Finset.val (Finset.map_univ_equiv σ))
```

## (e) Every multiset comes from a tuple

Show that for every multiset $s$ with $d$ elements, counted with multiplicity, there is a $d$-tuple $f$ with
$$\{f_0,\dots,f_{d-1}\}=s .$$

Write the elements of $s$ in any order and let $f_i$ be entry $i$ of the list, counting from zero. Lean does the same, since a multiset is there a list up to reordering.

```lean
/-- Every multiset of `d` labels can be listed as a `d`-tuple. -/
theorem exists_tuple {d : ℕ} {α : Type*} (s : Multiset α) (hs : Multiset.card s = d) :
    ∃ f : Fin d → α, Finset.univ.val.map f = s := by
  obtain ⟨l, rfl⟩ := Quot.exists_rep s
  have hl : l.length = d := hs
  subst hl
  exact ⟨l.get, (Fin.univ_val_map l.get).trans
    (congrArg (fun l : List α => (l : Multiset α)) (List.ofFn_get l))⟩
```

## (f) The number of orbits

Show that for $N\ge1$ the number of orbits is
$$\binom{\lfloor N/2\rfloor+d}{d}.$$

Put $m=\lfloor N/2\rfloor$ and let $F(k)$ be the multiset of folded coordinates of $k$, with values in $\{0,\dots,m\}$. By (c) and (d), $k'$ lies in the orbit of $k$ exactly when $F(k')=F(k)$, so two orbits coincide exactly when their multisets do. Every multiset occurs: list it by (e) and read the entries modulo $N$. Each entry $a\le m$ folds back to $a$.

It remains to count multisets of size $d$ from $m+1$ labels. Each corresponds to a row of $d$ stars and $m$ bars, the bars separating consecutive labels. Choosing the places of the stars among $m+d$ gives the binomial coefficient.

In Lean, `Sym (Fin (N / 2 + 1)) d` is the type of these multisets, and `N / 2` is division rounded down. The steps `hO` and `hsurj` give the correspondence, and `Sym.card_sym_eq_choose` supplies the count.

The condition $N\ge1$ matters. For $N=0$ and $d=1$, `ZMod 0` is the integers and the orbits $\{n,-n\}$ are infinitely many. `Nat.card` assigns an infinite set the value $0$, whereas the formula would give $1$.

```lean
/-- A `d`-dimensional mesh with `N ≥ 1` points per axis has `binomial(⌊N/2⌋ + d, d)`
orbits under signed permutations. -/
theorem irreducibleCount_eq (d : ℕ) {N : ℕ} (hN : 1 ≤ N) :
    irreducibleCount d N = (N / 2 + d).choose d := by
  have : NeZero N := ⟨by omega⟩
  let φ : ZMod N → Fin (N / 2 + 1) := fun x =>
    ⟨foldCoord x, Nat.lt_succ_of_le (ZMod.natAbs_valMinAbs_le x)⟩
  let F : (Fin d → ZMod N) → Sym (Fin (N / 2 + 1)) d := fun k =>
    ⟨Finset.univ.val.map (fun i => φ (k i)), by simp⟩
  -- the multiset of folded coordinates labels the orbit
  have hF : ∀ k k', k' ∈ orbit k ↔ F k = F k' := by
    intro k k'
    have h := map_eq_iff_perm (fun i => φ (k' i)) (fun i => φ (k i))
    constructor
    · intro hs
      obtain ⟨σ, hσ⟩ := mem_orbit_iff.mp hs
      exact Subtype.ext (h.mpr ⟨σ, fun i => Fin.ext (hσ i)⟩).symm
    · intro e
      obtain ⟨σ, hσ⟩ := h.mp (congrArg Subtype.val e).symm
      exact mem_orbit_iff.mpr ⟨σ, fun i => congrArg Fin.val (hσ i)⟩
  have hO : ∀ k k', orbit k = orbit k' ↔ F k = F k' := by
    intro k k'
    constructor
    · intro h
      exact (hF k k').mp (h ▸ (hF k' k').mpr rfl)
    · intro h
      ext x
      rw [hF, hF, h]
  have hφ : ∀ a : Fin (N / 2 + 1), φ ((a : ℕ) : ZMod N) = a := by
    intro a
    apply Fin.ext
    change (((a : ℕ) : ZMod N).valMinAbs).natAbs = (a : ℕ)
    rw [ZMod.valMinAbs_natCast_of_le_half (Nat.le_of_lt_succ a.2)]
    exact Int.natAbs_natCast _
  have hsurj : Function.Surjective F := by
    rintro ⟨s, hs⟩
    obtain ⟨f, hf⟩ := exists_tuple s hs
    refine ⟨fun i => ((f i : ℕ) : ZMod N), Subtype.ext ?_⟩
    change Finset.univ.val.map (fun i => φ ((f i : ℕ) : ZMod N)) = s
    simp only [hφ]
    exact hf
  choose g hg using hsurj
  have e : Sym (Fin (N / 2 + 1)) d ≃ Set.range (orbit (d := d) (N := N)) :=
    Equiv.ofBijective (fun s => ⟨orbit (g s), g s, rfl⟩)
      ⟨fun s t h => (hg s).symm.trans
        (((hO (g s) (g t)).mp (congrArg Subtype.val h)).trans (hg t)), by
        rintro ⟨_, k, rfl⟩
        exact ⟨F k, Subtype.ext ((hO (g (F k)) k).mpr (hg (F k)))⟩⟩
  rw [irreducibleCount, Nat.card_congr e.symm, Nat.card_eq_fintype_card,
    Sym.card_sym_eq_choose, Fintype.card_fin]
  congr 1
  omega
```

## (g) The binomial coefficient as a product

Show that for all natural numbers $m$ and $d$
$$\binom{m+d}{d}\,d!=\prod_{i=0}^{d-1}(m+i+1).$$

For $d=0$ both sides are $1$. For the step from $d$ to $d+1$, use
$$(d+1)\binom{m+d+1}{d+1}=(m+d+1)\binom{m+d}{d}.$$
Multiplying by $d!$ and inserting the formula for $d$ adds the factor $m+d+1$ to the product. In the code this identity is `h`, and `linear_combination` multiplies it by $d!$.

```lean
/-- The binomial coefficient `binomial(m + d, d)` times `d!` is the product
`(m + 1)(m + 2)⋯(m + d)`. -/
theorem choose_mul_factorial (m d : ℕ) :
    ((m + d).choose d : ℝ) * (d.factorial : ℝ) =
      ∏ i ∈ Finset.range d, ((m : ℝ) + ((i : ℝ) + 1)) := by
  induction d with
  | zero => simp
  | succ d ih =>
    rw [Finset.prod_range_succ, ← ih, Nat.factorial_succ]
    have h : ((m + d + 1 : ℕ) : ℝ) * ((m + d).choose d : ℝ) =
        ((m + d + 1).choose (d + 1) : ℝ) * ((d + 1 : ℕ) : ℝ) := by
      exact_mod_cast Nat.add_one_mul_choose_eq (m + d) d
    change ((m + d + 1).choose (d + 1) : ℝ) * (((d + 1) * d.factorial : ℕ) : ℝ) = _
    push_cast at h ⊢
    linear_combination (-(d.factorial : ℝ)) * h
```

## (h) The ratio for one factor

Show that for each fixed $i$
$$\lim_{N\to\infty}\frac{N}{\lfloor N/2\rfloor+i+1}=2 .$$

With $m=\lfloor N/2\rfloor$ we have $2m\le N\le 2m+1$. Hence $N\le2(m+i+1)$, and the ratio is at most $2$. From below,
$$2-\frac{N}{m+i+1}=\frac{2m-N+2(i+1)}{m+i+1}\le\frac{2(i+1)}{m+i+1}\le\frac{4(i+1)}{N+1},$$
where the last step uses $N+1\le2(m+i+1)$. The ratio is squeezed between $2-4(i+1)/(N+1)$ and $2$. Lean proves the same two bounds after clearing denominators.

```lean
/-- For each fixed `i`, the ratio `N / (⌊N/2⌋ + i + 1)` tends to 2 as `N` grows. -/
theorem tendsto_axis_ratio (i : ℕ) :
    Tendsto (fun N : ℕ => (N : ℝ) / (((N / 2 : ℕ) : ℝ) + ((i : ℝ) + 1))) atTop (𝓝 2) := by
  have hl := ((tendsto_one_div_add_atTop_nhds_zero_nat (𝕜 := ℝ)).const_mul
    (4 * ((i : ℝ) + 1))).const_sub 2
  rw [mul_zero, sub_zero] at hl
  have hi : (0 : ℝ) ≤ i := Nat.cast_nonneg i
  have hb : ∀ N : ℕ, ∃ m : ℕ, N / 2 = m ∧ 2 * (m : ℝ) ≤ N ∧ (N : ℝ) ≤ 2 * m + 1 :=
    fun N => ⟨N / 2, rfl, by exact_mod_cast (by omega : 2 * (N / 2) ≤ N),
      by exact_mod_cast (by omega : N ≤ 2 * (N / 2) + 1)⟩
  refine tendsto_of_tendsto_of_tendsto_of_le_of_le hl tendsto_const_nhds ?_ ?_
  · intro N
    obtain ⟨m, hm, h1, h2⟩ := hb N
    have ht : 1 / ((N : ℝ) + 1) * ((N : ℝ) + 1) = 1 := by field_simp
    have hp : 0 ≤ 2 * ((i : ℝ) + 1) * (1 / ((N : ℝ) + 1)) := by positivity
    have hc : (N : ℝ) + 1 ≤ 2 * (m + ((i : ℝ) + 1)) := by linarith
    have hmul := mul_le_mul_of_nonneg_left hc hp
    change 2 - 4 * ((i : ℝ) + 1) * (1 / ((N : ℝ) + 1)) ≤
      (N : ℝ) / (((N / 2 : ℕ) : ℝ) + ((i : ℝ) + 1))
    rw [hm, le_div_iff₀ (by positivity)]
    linear_combination h1 + hmul - 2 * ((i : ℝ) + 1) * ht
  · intro N
    obtain ⟨m, hm, h1, h2⟩ := hb N
    change (N : ℝ) / (((N / 2 : ℕ) : ℝ) + ((i : ℝ) + 1)) ≤ 2
    rw [hm, div_le_iff₀ (by positivity)]
    linarith
```

## (i) The limiting reduction in $d$ dimensions

Show that
$$\lim_{N\to\infty}\frac{N^d}{\text{number of orbits}}=2^d\,d!\,.$$

For $N\ge1$, parts (f) and (g) give
$$\frac{N^d}{\binom{\lfloor N/2\rfloor+d}{d}}=d!\prod_{i=0}^{d-1}\frac{N}{\lfloor N/2\rfloor+i+1}.$$
By (h) each of the $d$ factors tends to $2$. Lean takes the limit of the product first, then replaces the product by the ratio for all $N\ge1$, which is enough for a limit at infinity.

```lean
/-- In `d` dimensions the ratio of all mesh points to orbits tends to `2^d d!`. -/
theorem tendsto_reduction (d : ℕ) :
    Tendsto (fun N : ℕ => (N : ℝ) ^ d / (irreducibleCount d N : ℝ)) atTop
      (𝓝 (2 ^ d * (d.factorial : ℝ))) := by
  have hlim := (tendsto_finsetProd (Finset.range d)
    (fun i _ => tendsto_axis_ratio i)).mul_const (d.factorial : ℝ)
  rw [Finset.prod_const, Finset.card_range] at hlim
  refine hlim.congr' ?_
  filter_upwards [eventually_ge_atTop 1] with N hN
  rw [irreducibleCount_eq d hN, Finset.prod_div_distrib, Finset.prod_const,
    Finset.card_range, ← choose_mul_factorial]
  have hc : ((N / 2 + d).choose d : ℝ) ≠ 0 := by
    exact_mod_cast (Nat.choose_pos (Nat.le_add_left d (N / 2))).ne'
  have hf : (d.factorial : ℝ) ≠ 0 := by exact_mod_cast d.factorial_ne_zero
  field_simp
```

## (j) The simple cubic mesh

Show that in three dimensions the number of irreducible points for every $N\ge1$, and the limit of the reduction, are
$$\binom{\lfloor N/2\rfloor+3}{3}\qquad\text{and}\qquad\lim_{N\to\infty}\frac{N^3}{\binom{\lfloor N/2\rfloor+3}{3}}=48 .$$

Set $d=3$ in (f) and (i), and use $2^3\cdot3!=8\cdot6=48$. For $N=2$ the formula gives four points, the familiar $\Gamma$, $X$, $M$ and $R$. The limit is approached slowly: for $N=10$ there are $56$ irreducible points among $1000$, a reduction of about $18$. Points on symmetry planes and axes have smaller orbits, and on a coarse mesh they make up a large share.

```lean
/-- A Gamma-centred simple cubic mesh has `binomial(⌊N/2⌋ + 3, 3)` irreducible points for
every `N ≥ 1`, and the ratio of all points to irreducible points tends to 48. -/
theorem simple_cubic_mesh :
    (∀ N : ℕ, 1 ≤ N → irreducibleCount 3 N = (N / 2 + 3).choose 3) ∧
      Tendsto (fun N : ℕ => (N : ℝ) ^ 3 / (irreducibleCount 3 N : ℝ)) atTop (𝓝 48) := by
  refine ⟨fun N hN => irreducibleCount_eq 3 hN, ?_⟩
  convert tendsto_reduction 3 using 2
  norm_num [Nat.factorial]

end CubicMesh
```

```lean
#print axioms CubicMesh.simple_cubic_mesh
```

```
'CubicMesh.simple_cubic_mesh' depends on axioms: [propext, Classical.choice, Quot.sound]
```
